# Every error mode of a finite propagation matrix `B` has a projector P, polynomial in `B`, that keeps the mode and satisfies tr(P Bⁿ) = μⁿ tr P, with μ the mode's factor per step

An error mode of a finite complex propagation matrix `B` is a nonzero vector `v`, not necessarily normalised, that one step multiplies by a factor `μ`. The theorem `exists_mode_projector` states that some polynomial in `B` is a projector P, in the sense P² = P, with P`v` = `v` and tr(P `B`ⁿ) = `μ`ⁿ tr P for every natural number n. `B` need not be Hermitian or diagonalisable, and P need not be an orthogonal projector. The proof writes the characteristic polynomial as `(X - C μ) ^ k * q` with `q` not divisible by `X - C μ`, and takes P from the term `b * q` of a Bézout identity. The trace formula follows by induction on n, since P(`B` − `μ`)`B`ⁿ is nilpotent and so has zero trace.

As first written in Lean, the proof fails:

```lean
import Mathlib

open Polynomial Filter
open scoped Matrix Topology

namespace ExistsModeProjector

variable {ι : Type*} [Fintype ι] [DecidableEq ι]

/-- An error mode of the propagation matrix `B`: a nonzero vector `v` that one step
multiplies by the factor `μ`. -/
def IsErrorMode (B : Matrix ι ι ℂ) (μ : ℂ) (v : ι → ℂ) : Prop :=
  v ≠ 0 ∧ B *ᵥ v = μ • v

/-- A polynomial in `B` has zero trace if the characteristic polynomial of `B` divides
some power of that polynomial. -/
theorem trace_aeval_eq_zero (B : Matrix ι ι ℂ) {r : ℂ[X]} {k : ℕ}
    (h : B.charpoly ∣ r ^ k) : (aeval B r).trace = 0 := by
  obtain ⟨s, hs⟩ := h
  have hn : IsNilpotent (aeval B r) :=
    ⟨k, by rw [← map_pow, hs, map_mul, Matrix.aeval_self_charpoly, zero_mul]⟩
  exact (Matrix.isNilpotent_trace_of_isNilpotent hn).eq_zero

/-- For each error mode some polynomial in `B` is a projector that keeps the mode, and the
trace of this projector times `B ^ n` is `μ ^ n` times the trace of the projector. -/
theorem exists_mode_projector {B : Matrix ι ι ℂ} {μ : ℂ} {v : ι → ℂ}
    (h : IsErrorMode B μ v) :
    ∃ p : ℂ[X], aeval B p * aeval B p = aeval B p ∧ aeval B p *ᵥ v = v ∧
      ∀ n : ℕ, (aeval B p * B ^ n).trace = μ ^ n * (aeval B p).trace := by
  obtain ⟨q, hq, hnd⟩ := exists_eq_pow_rootMultiplicity_mul_and_not_dvd B.charpoly
    B.charpoly_monic.ne_zero μ
  generalize B.charpoly.rootMultiplicity μ = k at hq
  have hc : IsCoprime ((X - C μ) ^ (k + 1)) q :=
    IsCoprime.pow_left ((irreducible_X_sub_C μ).coprime_iff_not_dvd.2 hnd)
  obtain ⟨a, b, hab⟩ := hc
  refine ⟨b * q, ?_, ?_, ?_⟩
  · have e : b * q * (b * q) = b * q - a * b * (X - C μ) * B.charpoly := by
      rw [hq]
      linear_combination (b * q) * hab
    rw [← map_mul, e]
    simp only [map_sub, map_mul, Matrix.aeval_self_charpoly, mul_zero, sub_zero]
  · have e : b * q = 1 - a * (X - C μ) ^ k * (X - C μ) := by
      linear_combination hab
    have hz : aeval B (X - C μ) *ᵥ v = 0 := by
      rw [map_sub, aeval_X, aeval_C, Algebra.algebraMap_eq_smul_one, Matrix.sub_mulVec,
        Matrix.smul_mulVec, Matrix.one_mulVec, h.2, sub_self]
    rw [e, map_sub, map_mul, map_one, Matrix.sub_mulVec, Matrix.one_mulVec,
      ← Matrix.mulVec_mulVec, hz, Matrix.mulVec_zero, sub_zero]
  · intro n
    induction n with
    | zero => simp
    | succ n ih =>
      -- the nilpotent remainder does not contribute to the trace
      have hz : (aeval B (b * q * (X - C μ) * X ^ n)).trace = 0 :=
        trace_aeval_eq_zero B (k := k + 1)
          ⟨b * (b * q) ^ k * (X - C μ) * (X ^ n) ^ (k + 1), by rw [hq]; ring⟩
      have e : aeval B (b * q * (X - C μ) * X ^ n)
          = aeval B (b * q) * B ^ (n + 1) - μ • (aeval B (b * q) * B ^ n) := by
        simp only [map_mul, map_sub, map_pow, aeval_X, aeval_C,
          Algebra.algebraMap_eq_smul_one]
        rw [mul_sub, sub_mul, pow_succ', mul_smul_comm, mul_one, smul_mul_assoc]
        simp only [mul_assoc]
      rw [e, Matrix.trace_sub, Matrix.trace_smul, ih, smul_eq_mul] at hz
      linear_combination hz

end ExistsModeProjector
```

The error:

```
Try this:
  [apply] ring_nf
  
  The `ring` tactic failed to close the goal. Use `ring_nf` to obtain a normal form.
    
  Note that `ring` works primarily in *commutative* rings. If you have a noncommutative ring, abelian group or module, consider using `noncomm_ring`, `abel` or `module` instead.
Main.lean:56:60: error: unsolved goals
ι : Type u_1
inst✝¹ : Fintype ι
inst✝ : DecidableEq ι
B : Matrix ι ι ℂ
μ : ℂ
v : ι → ℂ
h : IsErrorMode B μ v
q : ℂ[X]
hnd : ¬X - C μ ∣ q
k : ℕ
hq : B.charpoly = (X - C μ) ^ k * q
a b : ℂ[X]
hab : a * (X - C μ) ^ (k + 1) + b * q = 1
n : ℕ
ih : ((aeval B) (b * q) * B ^ n).trace = μ ^ n * ((aeval B) (b * q)).trace
⊢ b * q * X * X ^ n * (b * q * X * X ^ n - b * q * X ^ n * C μ) ^ k -
      b * q * X ^ n * C μ * (b * q * X * X ^ n - b * q * X ^ n * C μ) ^ k =
    b * b ^ k * q * q ^ k * X * X ^ n * X ^ (n * k) * (X - C μ) ^ k -
      b * b ^ k * q * q ^ k * X ^ n * X ^ (n * k) * C μ * (X - C μ) ^ k
```

Cause. The error is in the proof that the characteristic polynomial divides `(b * q * (X - C μ) * X ^ n) ^ (k + 1)`. After `rw [hq]` the remaining identity is true, but `ring` does not close it. The "Try this" message reports this failure and suggests `ring_nf`; the error shows the goal that was left. Its remark on noncommutative rings does not apply, as `ℂ[X]` is commutative.

The obstacle is the difference `X - C μ` under a power with the variable exponent `k`. On the left, `ring` multiplies the difference out inside the base, which becomes `b * q * X * X ^ n - b * q * X ^ n * C μ`. This is a sum, and since `k` is not a numeral `ring` cannot expand its `k`-th power, nor does it take the common factors back out. On the right, `(X - C μ) ^ k` stands apart from the powers of `b`, `q` and `X`, so the two normal forms differ.

The repair puts a single variable `y` for `X - C μ` by `generalize` before calling `ring`. The base is then a product, its power splits into powers of the factors, and both sides agree.

Lean accepts the file once it reads:

```diff
@@ -54,5 +54,8 @@
       have hz : (aeval B (b * q * (X - C μ) * X ^ n)).trace = 0 :=
         trace_aeval_eq_zero B (k := k + 1)
-          ⟨b * (b * q) ^ k * (X - C μ) * (X ^ n) ^ (k + 1), by rw [hq]; ring⟩
+          ⟨b * (b * q) ^ k * (X - C μ) * (X ^ n) ^ (k + 1), by
+            rw [hq]
+            generalize (X - C μ : ℂ[X]) = y
+            ring⟩
       have e : aeval B (b * q * (X - C μ) * X ^ n)
           = aeval B (b * q) * B ^ (n + 1) - μ • (aeval B (b * q) * B ^ n) := by
```
